# The frequency of a mode as an integral of a logarithm in its squared frequency

A mode with squared frequency x ≥ 0 has frequency √x. The lemma `mode_integral` states that log(1 + s²x)/s² is integrable over s > 0, and that its integral is √x times the value of the same integral at x = 1. The attempt treats x = 0 separately, where the integrand vanishes. For x > 0 it writes the integrand as x times the x = 1 integrand evaluated at √x·s, then rescales the variable, taking convergence at x = 1 from `kernel_one`.

As first written in Lean, the proof fails:

```lean
import Mathlib

open MeasureTheory Matrix

namespace ModeIntegral

noncomputable section

/-- The integrand `log (1 + s² x) / s²`, for `s ≠ 0`, of a mode with squared frequency `x`. -/
def modeKernel (x s : ℝ) : ℝ := Real.log (1 + s ^ 2 * x) / s ^ 2

/-- The integral of `log (1 + s²) / s²` over `s > 0` converges and is positive. -/
theorem kernel_one : IntegrableOn (modeKernel 1) (Set.Ioi 0) ∧
    0 < ∫ s in Set.Ioi 0, modeKernel 1 s := by
  have hm : Measurable (modeKernel 1) := by
    change Measurable (fun s : ℝ => Real.log (1 + s ^ 2 * 1) / s ^ 2)
    fun_prop
  have h0 : ∀ s, 0 ≤ modeKernel 1 s := fun s =>
    div_nonneg (Real.log_nonneg (by nlinarith [sq_nonneg s])) (sq_nonneg s)
  have hint : IntegrableOn (modeKernel 1) (Set.Ioi 0) := by
    rw [← Set.Ioc_union_Ioi_eq_Ioi (zero_le_one' ℝ)]
    refine IntegrableOn.union ?_ ?_
    · have hc : IntegrableOn (fun _ : ℝ => (1 : ℝ)) (Set.Ioc 0 1) :=
        continuous_const.integrableOn_Ioc
      refine Integrable.mono' hc hm.aestronglyMeasurable
        ((ae_restrict_mem measurableSet_Ioc).mono fun s hs => ?_)
      have hs2 : 0 < s ^ 2 := pow_pos hs.1 2
      rw [Real.norm_of_nonneg (h0 s), modeKernel, div_le_one hs2]
      linarith [Real.log_le_sub_one_of_pos (show 0 < 1 + s ^ 2 * 1 by linarith)]
    · have hc : IntegrableOn (fun s : ℝ => s ^ (-3 / 2 : ℝ)) (Set.Ioi 1) :=
        integrableOn_Ioi_rpow_of_lt (by norm_num) one_pos
      refine Integrable.mono' (Integrable.const_mul hc 4) hm.aestronglyMeasurable
        ((ae_restrict_mem measurableSet_Ioi).mono fun s hs => ?_)
      have hs0 : 0 < s := one_pos.trans hs
      have hr : 0 ≤ √s := Real.sqrt_nonneg s
      have e : s ^ (-3 / 2 : ℝ) = √s / s ^ 2 := by
        rw [Real.sqrt_eq_rpow, ← Real.rpow_natCast s 2, ← Real.rpow_sub hs0]
        norm_num
      -- `1 + s² ≤ (1 + √s)⁴` tames the logarithm
      have hb : 1 + s ^ 2 * 1 ≤ (1 + √s) ^ 4 := by
        have h4 : s ^ 2 = √s ^ 4 := by
          rw [show √s ^ 4 = (√s ^ 2) ^ 2 by ring, Real.sq_sqrt hs0.le]
        rw [h4]
        nlinarith [pow_nonneg hr 2, pow_nonneg hr 3]
      have hl := Real.log_le_log (by positivity) hb
      rw [Real.log_pow] at hl
      have hl2 := Real.log_le_sub_one_of_pos (show 0 < 1 + √s by linarith)
      rw [Real.norm_of_nonneg (h0 s), e, modeKernel, ← mul_div_assoc]
      refine div_le_div_of_nonneg_right ?_ (sq_nonneg s)
      push_cast at hl
      linarith
  refine ⟨hint, ?_⟩
  rw [setIntegral_pos_iff_support_of_nonneg_ae (Filter.Eventually.of_forall h0) hint]
  have hsub : Set.Ioi (0 : ℝ) ⊆ Function.support (modeKernel 1) := fun s hs => by
    have hs2 : 0 < s ^ 2 := pow_pos hs 2
    exact (div_pos (Real.log_pos (by linarith)) hs2).ne'
  rw [Set.inter_eq_right.2 hsub]
  simp

/-- The frequency `√x` of a mode with `x ≥ 0` is, up to a factor independent of `x`, the integral of
`log (1 + s² x) / s²` over `s > 0`. -/
theorem mode_integral {x : ℝ} (hx : 0 ≤ x) : IntegrableOn (modeKernel x) (Set.Ioi 0) ∧
    ∫ s in Set.Ioi 0, modeKernel x s = √x * ∫ s in Set.Ioi 0, modeKernel 1 s := by
  rcases hx.eq_or_lt with rfl | hx
  · have h : modeKernel 0 = fun _ => 0 := funext fun s => by simp [modeKernel]
    simp [h]
  have hr : 0 < √x := Real.sqrt_pos.2 hx
  have h : modeKernel x = fun s => x * modeKernel 1 (√x * s) := by
    funext s
    rcases eq_or_ne s 0 with rfl | hs
    · simp [modeKernel]
    · rw [modeKernel, modeKernel, mul_pow, Real.sq_sqrt hx.le,
        show 1 + x * s ^ 2 * 1 = 1 + s ^ 2 * x by ring]
      field_simp
  rw [h]
  refine ⟨Integrable.const_mul ((integrableOn_Ioi_comp_mul_left_iff _ 0 hr).2
    (by simpa using kernel_one.1)) x, ?_⟩
  rw [integral_const_mul, integral_comp_mul_left_Ioi _ _ hr, mul_zero, smul_eq_mul, ← mul_assoc,
    ← div_eq_mul_inv, Real.div_sqrt]

end

end ModeIntegral
```

The error:

```
Main.lean:76:31: error: Application type mismatch: The argument
  (integrableOn_Ioi_comp_mul_left_iff ?m.231 0 hr).mpr ?m.237
has type
  IntegrableOn (fun x_1 => ?m.231 (√x * x_1)) (Set.Ioi 0) volume
but is expected to have type
  Integrable ?m.228 ?m.225
in the application
  Integrable.const_mul ((integrableOn_Ioi_comp_mul_left_iff ?m.231 0 hr).mpr ?m.237)
```

The error is in the proof of integrability, not in the value of the integral. `Integrable.const_mul` expects an `Integrable` hypothesis, and was given an `IntegrableOn` one. By definition, `IntegrableOn` is `Integrable` for the measure restricted to the set, so the mathematics is sound, and the file already passes an `IntegrableOn` hypothesis to `Integrable.const_mul` in `kernel_one`. There, however, the hypothesis `hc` has a fully stated type. Here the function was left as `_`, and the message shows it still unknown (`?m.231`), along with the function and measure that `Integrable.const_mul` expects (`?m.228` and `?m.225`). With these open, Lean did not match the two forms.

The repair first proves the integrability of `fun s => modeKernel 1 (√x * s)` as `hs`, with its type written out and `modeKernel 1` given explicitly to `integrableOn_Ioi_comp_mul_left_iff`. `Integrable.const_mul hs x` then starts from a known function, set and measure, and Lean accepts the `IntegrableOn` hypothesis as it did before.

The mended proof, as a diff:

```diff
@@ -73,7 +73,8 @@
         show 1 + x * s ^ 2 * 1 = 1 + s ^ 2 * x by ring]
       field_simp
+  have hs : IntegrableOn (fun s => modeKernel 1 (√x * s)) (Set.Ioi 0) :=
+    (integrableOn_Ioi_comp_mul_left_iff (modeKernel 1) 0 hr).2 (by simpa using kernel_one.1)
   rw [h]
-  refine ⟨Integrable.const_mul ((integrableOn_Ioi_comp_mul_left_iff _ 0 hr).2
-    (by simpa using kernel_one.1)) x, ?_⟩
+  refine ⟨Integrable.const_mul hs x, ?_⟩
   rw [integral_const_mul, integral_comp_mul_left_Ioi _ _ hr, mul_zero, smul_eq_mul, ← mul_assoc,
     ← div_eq_mul_inv, Real.div_sqrt]
```
